# A noise bound that keeps power iteration in a cone around the dominant eigenvector

## How one bad product spoils a good iterate

Power iteration multiplies a vector repeatedly by a matrix, so that the eigenvector with the dominant eigenvalue grows fastest. If each product carries an error, a step can lose more than it gains. Take \(A=\mathrm{diag}(2,1)\) and \(x=(1,1)\). The clean product \((2,1)\) halves the ratio of unwanted to wanted component, from \(1\) to \(1/2\). With the error \((-0.6,\,0.6)\) the result is \((1.4,\,1.6)\), and the ratio has risen above \(1\).

The question is how large the error may be if the ratio is to stay below a chosen limit. It arises, for instance, for a real symmetric Hamiltonian \(H\) in a finite basis with a nondegenerate ground state. For a shift \(s\) at or above the top of the spectrum, \(A=s-H\) has the ground state as its dominant eigenvector. The error then stands for truncation, rounding or sampling in the product of \(H\) with a vector.

## The cone and the condition on the noise

Let \(A\) be a symmetric operator on a real inner product space, and let \(v\) be a unit vector with \(Av=lv\). Suppose that \(\|Ay\|\le m\|y\|\) for every \(y\) orthogonal to \(v\), with \(0\le m<l\). In finite dimension at least two, the smallest possible \(m\) is the largest absolute value among the remaining eigenvalues. Textbooks often write \(\lambda_1\) and \(|\lambda_2|\) for \(l\) and this \(m\). In the shifted Hamiltonian above, \(l-m\) is then the gap between the ground state and the first excited level.

Write \(x=cv+y\) with \(c=\langle v,x\rangle\) and \(y\perp v\). For \(\tau>0\), the vector \(x\) lies in the cone of opening \(\tau\) if
\[
c>0,\qquad \|y\|\le\tau c .
\]
The number \(\tau\) is the tangent of the largest allowed angle between \(x\) and \(v\), not the angle itself.

The result is that \(Ax+g\) lies in the same cone whenever \(x\) does and
\[
\sqrt{1+\tau^2}\,\|g\|\le\tau(l-m)c .
\]
Since \(\sqrt{1+\tau^2}\le 1+\tau\), the simpler condition \((1+\tau)\|g\|\le\tau(l-m)c\) also suffices.

## Derivation from the two components

Split the noise as \(g=\gamma v+g_\perp\), with \(\gamma=\langle v,g\rangle\) and \(g_\perp\perp v\). By Pythagoras, \(\|g\|^2=\gamma^2+\|g_\perp\|^2\).

Symmetry gives \(\langle v,Ay\rangle=\langle Av,y\rangle=l\langle v,y\rangle=0\), so \(A\) does not mix the two parts. The new component and the new orthogonal part are
\[
c'=lc+\gamma,\qquad y'=Ay+g_\perp .
\]
The triangle inequality and the bound on \(A\) give \(\|y'\|\le m\tau c+\|g_\perp\|\). This is at most \(\tau c'=\tau lc+\tau\gamma\) if
\[
\|g_\perp\|-\tau\gamma\le\tau(l-m)c .
\]
The left side is the scalar product of the pairs \((1,-\tau)\) and \((\|g_\perp\|,\gamma)\). By Cauchy-Schwarz it is at most \(\sqrt{1+\tau^2}\,\|g\|\), and the noise condition finishes this part.

It remains to show that \(c'>0\). If \(\|g\|\ge(l-m)c\), then \(\|g\|>0\), and \(\sqrt{1+\tau^2}>\tau\) would give
\[
\sqrt{1+\tau^2}\,\|g\|>\tau\|g\|\ge\tau(l-m)c,
\]
against the condition. Hence \(\|g\|<(l-m)c\), and \(c'\ge lc-\|g\|>mc\ge0\).

## Noise along the outward normal

The constant \(\sqrt{1+\tau^2}\) is the best one when the bound \(m\) is attained by an eigenvector. Let \(u\) be a unit vector orthogonal to \(v\) with \(Au=mu\), and start on the edge of the cone at \(x=cv+\tau cu\) with \(c>0\). For a noise norm \(\delta\), choose
\[
g=a(-\tau v+u),\qquad a=\frac{\delta}{\sqrt{1+\tau^2}} .
\]
Then \(\|g\|=\delta\) and
\[
Ax+g=(lc-a\tau)v+(m\tau c+a)u .
\]
Staying in the cone would require \(m\tau c+a\le\tau(lc-a\tau)\). This is the same as \(a(1+\tau^2)\le\tau(l-m)c\), or \(\sqrt{1+\tau^2}\,\delta\le\tau(l-m)c\). Any larger \(\delta\) therefore allows an error that expels \(x\).

## Normalised iterates and a lost factor

The condition contains the component \(c\), which is unknown in a computation. For a unit vector in the cone, \(1=c^2+\|y\|^2\le(1+\tau^2)c^2\), so \(c\ge1/\sqrt{1+\tau^2}\). The fixed noise level
\[
(1+\tau^2)\|g\|\le\tau(l-m)
\]
is thus sufficient at every step if the iterates are normalised, because division by a positive norm does not change membership of the cone. This fixed level is a consequence drawn here in prose, whereas the Lean theorem on iterates treats unnormalised vectors.

The likely mistake is to set \(c=1\) because \(\|x\|=1\), which loses a factor \(\sqrt{1+\tau^2}\). For \(A=\mathrm{diag}(2,1)\), \(\tau=1\) and \(x=(1,1)/\sqrt2\), the mistaken rule admits \(\|g\|=1/\sqrt2\). The error \(g=(-1/2,\,1/2)\) has this norm and gives about \((0.91,\,1.21)\), which is outside the cone. The correct level is \(\|g\|\le1/2\).

## Narrow cones, wide cones and one dimension

The permitted ratio \(\|g\|/c\) is \(\tau(l-m)/\sqrt{1+\tau^2}\). For small \(\tau\) it is close to \(\tau(l-m)\), so a narrow cone tolerates little noise. For large \(\tau\) it approaches \(l-m\) from below.

In one dimension there is no orthogonal part, and the cone is the open half-line through \(v\) for every \(\tau\). The condition is still sufficient, but \(lc+\gamma>0\) would be enough. The sharpness argument does not apply there, since no \(u\) exists.

## The statements in Lean

The space `E` is any real inner product space, with no assumption of finite dimension, and `A` is a linear map defined on all of it. Complex Hermitian operators would need a separate version. The expression `⟪v, x⟫_ℝ` is the component \(c\), and `perp v x` is \(x-\langle v,x\rangle v\), which is orthogonal to `v` when `v` is a unit vector. `InCone v τ x` states the two cone conditions.

`DominantPair A v l m` collects the assumptions on the operator: symmetry, the unit eigenvector, the bound on its orthogonal complement, and \(0\le m<l\). The theorem `dominantPair_witness` shows that \(\mathrm{diag}(2,1)\) satisfies them with \(l=2\) and \(m=1\).

`cone_step` is the result with the square root. `cone_step_components` is the version with \(1+\tau\), stated for given \(c\) and \(y\). `noise_bound_sharp` assumes a unit eigenvector \(u\perp v\) with eigenvalue \(m\). It states that the edge vector lies in the cone and that, for every `δ` with \(\sqrt{1+\tau^2}\,\delta>\tau(l-m)c\), some noise of norm `δ` expels it. `iterates_stay_in_cone` concerns a sequence with \(x_{k+1}=Ax_k+g_k\) that starts in the cone and satisfies the noise condition at every \(k\).

The noise is an arbitrary vector with a bounded norm, and no probability enters. For a real calculation, one must still establish that the actual error source obeys this bound at each step. The conclusion is confinement to the cone, not convergence to \(v\).

```lean
import Mathlib

open scoped InnerProductSpace

namespace NoisyPowerIteration

noncomputable section

variable {E : Type*} [NormedAddCommGroup E] [InnerProductSpace ℝ E]

/-- The part of `x` that remains after subtracting `⟪v, x⟫ v`; for a unit vector `v` it is the
part orthogonal to `v`. -/
def perp (v x : E) : E := x - ⟪v, x⟫_ℝ • v

/-- The cone of opening `τ` around `v`: the `v`-component is positive, and the remaining part
has norm at most `τ` times that component. -/
def InCone (v : E) (τ : ℝ) (x : E) : Prop :=
  0 < ⟪v, x⟫_ℝ ∧ ‖perp v x‖ ≤ τ * ⟪v, x⟫_ℝ

/-- A symmetric operator `A` with unit eigenvector `v` and eigenvalue `l`, which stretches
vectors orthogonal to `v` by at most a factor `m`, where `0 ≤ m < l`. -/
structure DominantPair (A : E →ₗ[ℝ] E) (v : E) (l m : ℝ) : Prop where
  symm : A.IsSymmetric
  unit : ‖v‖ = 1
  eigen : A v = l • v
  bound : ∀ y, ⟪v, y⟫_ℝ = 0 → ‖A y‖ ≤ m * ‖y‖
  nonneg : 0 ≤ m
  gap : m < l


/-- The matrix `diag(2, 1)` with the first basis vector is a dominant pair with `l = 2` and
`m = 1`. -/
theorem dominantPair_witness :
    DominantPair (Matrix.toEuclideanLin !![(2 : ℝ), 0; 0, 1]) !₂[(1 : ℝ), 0] 2 1 where
  symm := by
    intro x y
    simp [Matrix.toLpLin_apply, PiLp.inner_apply, Fin.sum_univ_two, dotProduct]
    ring
  unit := by simp [EuclideanSpace.norm_eq, Fin.sum_univ_two]
  eigen := by
    ext i
    fin_cases i <;> simp [Matrix.toLpLin_apply]
  bound := by
    intro y hy
    have h0 : y.ofLp 0 = 0 := by
      simpa [PiLp.inner_apply, Fin.sum_univ_two] using hy
    have hA : Matrix.toEuclideanLin !![(2 : ℝ), 0; 0, 1] y = y := by
      ext i
      fin_cases i <;>
        simp [Matrix.toLpLin_apply, dotProduct, Fin.sum_univ_two, h0]
    rw [hA, one_mul]
  nonneg := by norm_num
  gap := by norm_num

/-- Pythagoras: for a unit vector `v`, the squared norm of `x` is the sum of the squares of its
`v`-component and of the norm of its orthogonal part. -/
theorem norm_sq_split {v : E} (hv : ‖v‖ = 1) (x : E) :
    ‖x‖ ^ 2 = ⟪v, x⟫_ℝ ^ 2 + ‖perp v x‖ ^ 2 := by
  have h : ‖perp v x‖ ^ 2 = ‖x‖ ^ 2 - ⟪v, x⟫_ℝ ^ 2 := by
    rw [perp, norm_sub_sq_real, real_inner_smul_right, norm_smul, hv, real_inner_comm v x,
      mul_one, Real.norm_eq_abs, sq_abs]
    ring
  linarith

/-- For a dominant pair, a noisy step multiplies the `v`-component by `l` and applies `A` to the
orthogonal part, each up to the corresponding part of the noise. -/
theorem step_split {A : E →ₗ[ℝ] E} {v : E} {l m : ℝ} (h : DominantPair A v l m) (x g : E) :
    ⟪v, A x + g⟫_ℝ = l * ⟪v, x⟫_ℝ + ⟪v, g⟫_ℝ ∧
      perp v (A x + g) = A (perp v x) + perp v g := by
  have h1 : ⟪v, A x + g⟫_ℝ = l * ⟪v, x⟫_ℝ + ⟪v, g⟫_ℝ := by
    rw [inner_add_right, ← h.symm v x, h.eigen, real_inner_smul_left]
  refine ⟨h1, ?_⟩
  simp only [perp, h1, map_sub, map_smul, h.eigen]
  module

/-- For a dominant pair and `τ > 0`, a noisy power step maps a vector `x` of the cone into the
cone if the noise satisfies `√(1 + τ²) ‖g‖ ≤ τ (l - m) ⟪v, x⟫`. -/
theorem cone_step {A : E →ₗ[ℝ] E} {v : E} {l m τ : ℝ} (h : DominantPair A v l m)
    (hτ : 0 < τ) {x g : E} (hx : InCone v τ x)
    (hg : √(1 + τ ^ 2) * ‖g‖ ≤ τ * (l - m) * ⟪v, x⟫_ℝ) : InCone v τ (A x + g) := by
  obtain ⟨hc, hp⟩ := hx
  obtain ⟨h1, h2⟩ := step_split h x g
  have hG := norm_sq_split h.unit g
  have hs : √(1 + τ ^ 2) ^ 2 = 1 + τ ^ 2 := Real.sq_sqrt (by positivity)
  have hsτ : τ < √(1 + τ ^ 2) := Real.lt_sqrt_of_sq_lt (by linarith)
  -- Cauchy-Schwarz for the two parts of the noise
  have key : ‖perp v g‖ - τ * ⟪v, g⟫_ℝ ≤ √(1 + τ ^ 2) * ‖g‖ := by
    refine (le_abs_self _).trans (abs_le_of_sq_le_sq ?_ (by positivity))
    rw [mul_pow, hs, hG]
    nlinarith [sq_nonneg (⟪v, g⟫_ℝ + τ * ‖perp v g‖)]
  have ha : -‖g‖ ≤ ⟪v, g⟫_ℝ := by
    refine (abs_le.mp (abs_le_of_sq_le_sq ?_ (norm_nonneg g))).1
    nlinarith [sq_nonneg ‖perp v g‖]
  -- the noise is too small to cancel the dominant component
  have hsmall : ‖g‖ < (l - m) * ⟪v, x⟫_ℝ := by
    by_contra hcon
    have hle := not_lt.mp hcon
    have hpos : 0 < (l - m) * ⟪v, x⟫_ℝ := mul_pos (sub_pos.mpr h.gap) hc
    have e1 := mul_lt_mul_of_pos_right hsτ (lt_of_lt_of_le hpos hle)
    have e2 := mul_le_mul_of_nonneg_left hle hτ.le
    linarith
  have horth : ⟪v, perp v x⟫_ℝ = 0 := by
    simp [perp, inner_sub_right, real_inner_smul_right, h.unit]
  have hb := h.bound _ horth
  have hm := mul_le_mul_of_nonneg_left hp h.nonneg
  have hmc := mul_nonneg h.nonneg hc.le
  refine ⟨by rw [h1]; linarith, ?_⟩
  rw [h1, h2]
  have ht := norm_add_le (A (perp v x)) (perp v g)
  linarith

/-- For a dominant pair, `c, τ > 0` and `y` orthogonal to `v` with `‖y‖ ≤ τ c`, noise with
`(1 + τ) ‖g‖ ≤ τ (l - m) c` leaves `A (c v + y) + g` in the cone of opening `τ`. -/
theorem cone_step_components {A : E →ₗ[ℝ] E} {v : E} {l m τ c : ℝ}
    (h : DominantPair A v l m) (hτ : 0 < τ) (hc : 0 < c) {y g : E} (hy : ⟪v, y⟫_ℝ = 0)
    (hyc : ‖y‖ ≤ τ * c) (hg : (1 + τ) * ‖g‖ ≤ τ * (l - m) * c) :
    InCone v τ (A (c • v + y) + g) := by
  have hi : ⟪v, c • v + y⟫_ℝ = c := by
    simp [inner_add_right, real_inner_smul_right, h.unit, hy]
  have hs : √(1 + τ ^ 2) ≤ 1 + τ :=
    Real.sqrt_le_iff.mpr ⟨by positivity, by nlinarith⟩
  refine cone_step h hτ ⟨by rw [hi]; exact hc, ?_⟩ ?_
  · rw [perp, hi, add_sub_cancel_left]
    exact hyc
  · rw [hi]
    exact (mul_le_mul_of_nonneg_right hs (norm_nonneg g)).trans hg

/-- Sharpness: for a dominant pair, let `u` be a unit eigenvector of `A` orthogonal to `v` with
eigenvalue `m`, and let `c, τ > 0`. For every noise norm `δ` with `√(1 + τ²) δ > τ (l - m) c`, some
noise of norm `δ` drives the cone vector `c v + τ c u` out of the cone. -/
theorem noise_bound_sharp {A : E →ₗ[ℝ] E} {v u : E} {l m τ c δ : ℝ}
    (h : DominantPair A v l m) (hu : ‖u‖ = 1) (huv : ⟪v, u⟫_ℝ = 0) (hAu : A u = m • u)
    (hτ : 0 < τ) (hc : 0 < c) (hδ : τ * (l - m) * c < √(1 + τ ^ 2) * δ) :
    InCone v τ (c • v + (τ * c) • u) ∧
      ∃ g : E, ‖g‖ = δ ∧ ¬ InCone v τ (A (c • v + (τ * c) • u) + g) := by
  have hs : √(1 + τ ^ 2) ^ 2 = 1 + τ ^ 2 := Real.sq_sqrt (by positivity)
  have hs0 : 0 < √(1 + τ ^ 2) := Real.sqrt_pos.mpr (by positivity)
  have hδ0 : 0 < δ := by
    have h0 : 0 < τ * (l - m) * c := mul_pos (mul_pos hτ (sub_pos.mpr h.gap)) hc
    exact (mul_pos_iff_of_pos_left hs0).mp (h0.trans hδ)
  -- components of a vector in the plane of `v` and `u`
  have hi : ∀ a b : ℝ, ⟪v, a • v + b • u⟫_ℝ = a := by
    intro a b
    simp [inner_add_right, real_inner_smul_right, h.unit, huv]
  have hp : ∀ a b : ℝ, ‖perp v (a • v + b • u)‖ = |b| := by
    intro a b
    rw [perp, hi, add_sub_cancel_left, norm_smul, hu, mul_one, Real.norm_eq_abs]
  refine ⟨⟨by rw [hi]; exact hc, by rw [hi, hp, abs_of_pos (mul_pos hτ hc)]⟩, ?_⟩
  obtain ⟨a, ha⟩ : ∃ a, a = δ / √(1 + τ ^ 2) := ⟨_, rfl⟩
  have has : a * √(1 + τ ^ 2) = δ := by rw [ha]; exact div_mul_cancel₀ _ hs0.ne'
  have ha0 : 0 < a := by rw [ha]; exact div_pos hδ0 hs0
  -- the worst noise points along the outward normal of the cone
  refine ⟨(-(a * τ)) • v + a • u, ?_, ?_⟩
  · have hn := norm_sq_split h.unit ((-(a * τ)) • v + a • u)
    rw [hi, hp, sq_abs] at hn
    refine (sq_eq_sq₀ (norm_nonneg _) hδ0.le).mp ?_
    rw [hn, ← has, mul_pow, hs]
    ring
  · have hstep : A (c • v + (τ * c) • u) + ((-(a * τ)) • v + a • u)
        = (l * c - a * τ) • v + (m * (τ * c) + a) • u := by
      rw [map_add, map_smul, map_smul, h.eigen, hAu]
      module
    rintro ⟨-, hcone⟩
    rw [hstep, hi, hp] at hcone
    have hle := (le_abs_self _).trans hcone
    have e : √(1 + τ ^ 2) * δ = a * (1 + τ ^ 2) := by
      linear_combination a * hs - √(1 + τ ^ 2) * has
    rw [e] at hδ
    linarith

/-- For a dominant pair and `τ > 0`, noisy power iteration started in the cone stays in the cone
if `√(1 + τ²) ‖g k‖ ≤ τ (l - m) ⟪v, x k⟫` at every step. -/
theorem iterates_stay_in_cone {A : E →ₗ[ℝ] E} {v : E} {l m τ : ℝ}
    (h : DominantPair A v l m) (hτ : 0 < τ) (x g : ℕ → E) (hx0 : InCone v τ (x 0))
    (hstep : ∀ k, x (k + 1) = A (x k) + g k)
    (hg : ∀ k, √(1 + τ ^ 2) * ‖g k‖ ≤ τ * (l - m) * ⟪v, x k⟫_ℝ) (k : ℕ) :
    InCone v τ (x k) := by
  induction k with
  | zero => exact hx0
  | succ k ih =>
    rw [hstep k]
    exact cone_step h hτ ih (hg k)

end

end NoisyPowerIteration
```

```lean
#print axioms NoisyPowerIteration.cone_step_components
-- 'NoisyPowerIteration.cone_step_components' depends on axioms: [propext, Classical.choice, Quot.sound]
#print axioms NoisyPowerIteration.noise_bound_sharp
-- 'NoisyPowerIteration.noise_bound_sharp' depends on axioms: [propext, Classical.choice, Quot.sound]
#print axioms NoisyPowerIteration.iterates_stay_in_cone
-- 'NoisyPowerIteration.iterates_stay_in_cone' depends on axioms: [propext, Classical.choice, Quot.sound]
```

## From the components to the Lean proof

`norm_sq_split` is Pythagoras, obtained by expanding the squared norm of \(x-\langle v,x\rangle v\). `step_split` gives the formulas for \(c'\) and \(y'\). Its rewrite with `← h.symm v x` moves \(A\) to the other side of the inner product, where the eigenvalue equation applies. The tactic `module` then collects the multiples of the vectors.

In `cone_step`, the inequality `key` is the Cauchy-Schwarz step. It is proved by comparing squares, and the difference of the two sides is a square:
\[
(1+\tau^2)\bigl(\gamma^2+\|g_\perp\|^2\bigr)-\bigl(\|g_\perp\|-\tau\gamma\bigr)^2=\bigl(\gamma+\tau\|g_\perp\|\bigr)^2 .
\]
This is the square supplied to `nlinarith`. The inequality `ha` is \(\gamma\ge-\|g\|\), and `hsmall` is the argument by contradiction for \(\|g\|<(l-m)c\). After `horth` has shown that `perp v x` is orthogonal to `v`, the operator bound can be used. Two calls of `linarith` then combine the estimates, first for \(c'>0\) and then, with the triangle inequality `ht`, for the norm of \(y'\).

`cone_step_components` identifies the component of \(cv+y\) as \(c\), proves \(\sqrt{1+\tau^2}\le1+\tau\), and applies `cone_step`.

In `noise_bound_sharp`, the auxiliary facts `hi` and `hp` read off the component and the orthogonal norm of any vector \(av+bu\). They reduce the problem to the plane of \(v\) and \(u\). The noise is the outward normal vector chosen above, and `hstep` computes the step. Assuming that the result is in the cone gives an inequality that contradicts `hδ`.

`iterates_stay_in_cone` is an induction on \(k\): the starting vector is in the cone by assumption, and `cone_step` carries membership from \(x_k\) to \(x_{k+1}\).
